# The two-mode vacuum gives a mixed boson mode the factorial moments $k!\,v^{2k}$

For two boson modes with annihilators $a_0,a_1$, creators $b_0,b_1$ and vacuum expectation $\omega$, the operators $A=u\,a_0+v\,b_1$ and $B=u\,b_0+v\,a_1$ satisfy $\omega(B^kA^k)=k!\,v^{2k}$ for all real $u,v$ and every $k=0,1,2,\dots$. If also $u^2-v^2=1$ and $v^2=e^{-x}u^2$, these numbers are the factorial moments of a Gibbs distribution, where $x$ is the energy of one quantum divided by $k_BT$.

```lean
import Mathlib

open MvPolynomial

namespace ThermofieldDouble

noncomputable section

/-- Annihilators `a i` and creators `b i` for two modes, with the commutators `[a i, b j] = δ_ij`
and a normalized vacuum expectation `ω`. Commutation of the annihilators with each other, or of the
creators, is not assumed. -/
structure IsVacuum {R : Type*} [Ring R] [Algebra ℂ R]
    (a b : Fin 2 → R) (ω : R →ₗ[ℂ] ℂ) : Prop where
  ccr : ∀ i j, a i * b j - b j * a i = if i = j then 1 else 0
  normalized : ω 1 = 1
  ann : ∀ i x, ω (x * a i) = 0
  cre : ∀ i x, ω (b i * x) = 0

/-- The operator `A = u a 0 + v b 1`, mixing the two modes. -/
def thermalA {R : Type*} [Ring R] [Algebra ℂ R] (a b : Fin 2 → R) (u v : ℝ) : R :=
  (u : ℂ) • a 0 + (v : ℂ) • b 1

/-- The operator `B = u b 0 + v a 1`, the creation partner of `A`. -/
def thermalB {R : Type*} [Ring R] [Algebra ℂ R] (a b : Fin 2 → R) (u v : ℝ) : R :=
  (u : ℂ) • b 0 + (v : ℂ) • a 1

/-- The Gibbs weight of `n` quanta in one mode, where `x > 0` is the energy of
a quantum divided by the thermal energy. -/
def gibbsWeight (x : ℝ) (n : ℕ) : ℝ := (1 - Real.exp (-x)) * Real.exp (-x) ^ n

variable {R : Type*} [Ring R] [Algebra ℂ R] {a b : Fin 2 → R} {ω : R →ₗ[ℂ] ℂ}

/-- Exchanging an annihilator and a creator of the same mode produces a unit term. -/
theorem same_mode (h : IsVacuum a b ω) (i : Fin 2) : a i * b i = b i * a i + 1 := by
  have h1 := h.ccr i i
  rw [if_pos rfl] at h1
  exact sub_eq_iff_eq_add'.mp h1

/-- Moving an annihilator through `k + 1` creators of its mode yields `k + 1`
equal contractions. -/
theorem ladder (h : IsVacuum a b ω) (i : Fin 2) (k : ℕ) :
    a i * b i ^ (k + 1) = b i ^ (k + 1) * a i + ((k : ℂ) + 1) • b i ^ k := by
  induction k with
  | zero => simpa using same_mode h i
  | succ k ih =>
    rw [pow_succ (b i) (k + 1), ← mul_assoc, ih, add_mul, mul_assoc, same_mode h i,
      mul_add, mul_one, smul_mul_assoc, ← pow_succ (b i) k, ← mul_assoc]
    push_cast
    module

/-- The vacuum expectation of `k` annihilators followed by `k` creators of one
mode is `k!`. -/
theorem vacuum_moment (h : IsVacuum a b ω) (i : Fin 2) (k : ℕ) :
    ω (a i ^ k * b i ^ k) = (k.factorial : ℂ) := by
  induction k with
  | zero => simp [h.normalized]
  | succ k ih =>
    rw [pow_succ (a i), mul_assoc, ladder h, mul_add, map_add, ← mul_assoc, h.ann,
      zero_add, mul_smul_comm, map_smul, ih, smul_eq_mul, Nat.factorial_succ]
    push_cast
    rfl

/-- Next to the vacuum on the right, `A ^ k` acts as `v ^ k` times `k` creators
of the second mode. -/
theorem thermalA_on_vacuum (h : IsVacuum a b ω) (u v : ℝ) (k : ℕ) (x : R) :
    ω (x * thermalA a b u v ^ k) = (v : ℂ) ^ k * ω (x * b 1 ^ k) := by
  have h01 := h.ccr 0 1
  rw [if_neg (by decide)] at h01
  have hab : Commute (a 0) (b 1) := sub_eq_zero.mp h01
  have hc : Commute (thermalA a b u v) (b 1) := by
    unfold thermalA
    exact (hab.smul_left _).add_left ((Commute.refl _).smul_left _)
  -- the annihilating part of the last factor drops out
  have hlast : ∀ y, ω (y * thermalA a b u v) = (v : ℂ) * ω (y * b 1) := by
    intro y
    simp only [thermalA, mul_add, mul_smul_comm, map_add, map_smul, h.ann,
      smul_eq_mul, mul_zero, zero_add]
  induction k generalizing x with
  | zero => simp
  | succ k ih =>
    rw [pow_succ (thermalA a b u v), ← mul_assoc, hlast, mul_assoc,
      (hc.pow_left k).eq, ← mul_assoc, ih, pow_succ' (b 1), ← mul_assoc x]
    ring

/-- Next to the vacuum on the left, `B ^ k` acts as `v ^ k` times `k`
annihilators of the second mode. -/
theorem thermalB_on_vacuum (h : IsVacuum a b ω) (u v : ℝ) (k : ℕ) (y : R) :
    ω (thermalB a b u v ^ k * y) = (v : ℂ) ^ k * ω (a 1 ^ k * y) := by
  have h10 := h.ccr 1 0
  rw [if_neg (by decide)] at h10
  have hab : Commute (a 1) (b 0) := sub_eq_zero.mp h10
  have hc : Commute (thermalB a b u v) (a 1) := by
    unfold thermalB
    exact (hab.symm.smul_left _).add_left ((Commute.refl _).smul_left _)
  -- the creating part of the first factor drops out
  have hfirst : ∀ z, ω (thermalB a b u v * z) = (v : ℂ) * ω (a 1 * z) := by
    intro z
    simp only [thermalB, add_mul, smul_mul_assoc, map_add, map_smul, h.cre,
      smul_eq_mul, mul_zero, zero_add]
  induction k generalizing y with
  | zero => simp
  | succ k ih =>
    rw [pow_succ' (thermalB a b u v), mul_assoc, hfirst, ← mul_assoc,
      ← (hc.pow_left k).eq, mul_assoc, ih, pow_succ (a 1), mul_assoc (a 1 ^ k)]
    ring

/-- The vacuum expectation of `B ^ k * A ^ k` is `k! v ^ (2k)`, for all real `u` and `v`. -/
theorem thermofield_factorial_moment (h : IsVacuum a b ω) (u v : ℝ) (k : ℕ) :
    ω (thermalB a b u v ^ k * thermalA a b u v ^ k)
      = (k.factorial : ℂ) * (v : ℂ) ^ (2 * k) := by
  rw [thermalB_on_vacuum h, thermalA_on_vacuum h, vacuum_moment h]
  ring

/-- If annihilators commute with each other and creators do too, the commutator
of `A` and `B` is `u² - v²`. -/
theorem thermal_commutator (h : IsVacuum a b ω) (haa : a 0 * a 1 = a 1 * a 0)
    (hbb : b 0 * b 1 = b 1 * b 0) (u v : ℝ) :
    thermalA a b u v * thermalB a b u v - thermalB a b u v * thermalA a b u v
      = ((u : ℂ) ^ 2 - (v : ℂ) ^ 2) • (1 : R) := by
  simp only [thermalA, thermalB, add_mul, mul_add, smul_mul_assoc, mul_smul_comm,
    same_mode h, haa, hbb]
  module

/-- The `k`-th factorial moment of the Gibbs distribution is `k!` times the
`k`-th power of the Bose-Einstein occupation. -/
theorem gibbs_factorial_moment {x : ℝ} (hx : 0 < x) (k : ℕ) :
    HasSum (fun n : ℕ => gibbsWeight x n * (n.descFactorial k : ℝ))
      ((k.factorial : ℝ) * (Real.exp (-x) / (1 - Real.exp (-x))) ^ k) := by
  have hq : Real.exp (-x) < 1 := Real.exp_lt_one_iff.mpr (by linarith)
  have hq0 := Real.exp_pos (-x)
  unfold gibbsWeight
  generalize Real.exp (-x) = q at hq hq0 ⊢
  have hne : 1 - q ≠ 0 := (sub_pos.mpr hq).ne'
  have hs := (hasSum_choose_mul_geometric_of_norm_lt_one k (r := q)
    (by rwa [Real.norm_of_nonneg hq0.le])).mul_left ((1 - q) * q ^ k * (k.factorial : ℝ))
  -- fewer than k quanta do not contribute
  have h0 : ∑ i ∈ Finset.range k, (1 - q) * q ^ i * (i.descFactorial k : ℝ) = 0 :=
    Finset.sum_eq_zero fun i hi => by
      rw [Nat.descFactorial_of_lt (Finset.mem_range.mp hi), Nat.cast_zero, mul_zero]
  have hf : (fun n : ℕ => (1 - q) * q ^ (n + k) * ((n + k).descFactorial k : ℝ))
      = fun n : ℕ => (1 - q) * q ^ k * (k.factorial : ℝ) * (((n + k).choose k : ℝ) * q ^ n) := by
    funext n
    rw [Nat.descFactorial_eq_factorial_mul_choose]
    push_cast
    ring
  have hval : (k.factorial : ℝ) * (q / (1 - q)) ^ k
      = (1 - q) * q ^ k * (k.factorial : ℝ) * (1 / (1 - q) ^ (k + 1)) := by
    rw [div_pow, pow_succ]
    field_simp
  have hshift : HasSum
      (fun n : ℕ => (1 - q) * q ^ (n + k) * ((n + k).descFactorial k : ℝ))
      ((k.factorial : ℝ) * (q / (1 - q)) ^ k) := by
    rw [hf, hval]
    exact hs
  refine (hasSum_nat_add_iff' k).mp ?_
  rw [h0, sub_zero]
  exact hshift

/-- For `u² - v² = 1` and `v² = exp(-x) u²`, the vacuum expectation of `B ^ k * A ^ k` equals the
`k`-th factorial moment of the Gibbs distribution. -/
theorem thermofield_eq_gibbs (h : IsVacuum a b ω) {u v x : ℝ}
    (hn : u ^ 2 - v ^ 2 = 1) (hx : v ^ 2 = Real.exp (-x) * u ^ 2) (k : ℕ) :
    ω (thermalB a b u v ^ k * thermalA a b u v ^ k)
      = ((∑' n : ℕ, gibbsWeight x n * (n.descFactorial k : ℝ) : ℝ) : ℂ) := by
  have hx0 : 0 < x := by
    by_contra hh
    have h1 := Real.one_le_exp (show 0 ≤ -x by linarith [not_lt.mp hh])
    nlinarith [mul_nonneg (sub_nonneg.mpr h1) (sq_nonneg u)]
  have hq : Real.exp (-x) < 1 := Real.exp_lt_one_iff.mpr (by linarith)
  -- v² is the Bose-Einstein occupation
  have hv : Real.exp (-x) / (1 - Real.exp (-x)) = v ^ 2 := by
    rw [div_eq_iff (sub_pos.mpr hq).ne']
    linear_combination (-1) * hx - Real.exp (-x) * hn
  rw [(gibbs_factorial_moment hx0 k).tsum_eq, hv, thermofield_factorial_moment h]
  push_cast
  ring

/-- Complex polynomials in two variables. -/
abbrev Fock := MvPolynomial (Fin 2) ℂ

/-- Annihilation as the partial derivative. -/
def polyA (i : Fin 2) : Module.End ℂ Fock :=
  (pderiv i : Derivation ℂ Fock Fock).toLinearMap

/-- Creation as multiplication by a variable. -/
def polyB (i : Fin 2) : Module.End ℂ Fock := LinearMap.mulLeft ℂ (X i)

/-- The constant coefficient of an operator applied to the polynomial `1`. -/
def polyVac : Module.End ℂ Fock →ₗ[ℂ] ℂ where
  toFun T := coeff 0 (T 1)
  map_add' S T := by simp
  map_smul' c T := by simp

/-- Derivatives and multiplications on polynomials form two boson modes with a
vacuum, with commuting annihilators and commuting creators. -/
theorem polynomial_witness : IsVacuum polyA polyB polyVac ∧
    polyA 0 * polyA 1 = polyA 1 * polyA 0 ∧ polyB 0 * polyB 1 = polyB 1 * polyB 0 := by
  refine ⟨⟨fun i j => ?_, ?_, fun i x => ?_, fun i x => ?_⟩, ?_, ?_⟩
  · refine LinearMap.ext fun p => ?_
    change pderiv i (X j * p) - X j * pderiv i p
      = (if i = j then (1 : Module.End ℂ Fock) else 0) p
    rw [Derivation.leibniz]
    by_cases hij : i = j
    · subst hij
      simp
    · simp [pderiv_X_of_ne (Ne.symm hij), hij]
  · change coeff 0 (1 : Fock) = 1
    simp
  · change coeff 0 (x (pderiv i (1 : Fock))) = 0
    simp
  · change constantCoeff (X i * x 1) = 0
    rw [map_mul, constantCoeff_X, zero_mul]
  · -- the commutator of two derivations is fixed by its values on the variables
    have hD : ⁅(pderiv 0 : Derivation ℂ Fock Fock),
        (pderiv 1 : Derivation ℂ Fock Fock)⁆ = 0 := by
      refine derivation_ext fun i => ?_
      fin_cases i <;> simp [Derivation.commutator_apply, pderiv_X]
    refine LinearMap.ext fun p => ?_
    have hp := DFunLike.congr_fun hD p
    rw [Derivation.commutator_apply] at hp
    exact sub_eq_zero.mp hp
  · refine LinearMap.ext fun p => ?_
    change (X 0 : Fock) * (X 1 * p) = X 1 * (X 0 * p)
    ring

end

end ThermofieldDouble
```

```lean
#print axioms ThermofieldDouble.thermal_commutator
#print axioms ThermofieldDouble.gibbs_factorial_moment
#print axioms ThermofieldDouble.thermofield_eq_gibbs
```

```
'ThermofieldDouble.thermal_commutator' depends on axioms: [propext, Classical.choice, Quot.sound]
'ThermofieldDouble.gibbs_factorial_moment' depends on axioms: [propext, Classical.choice, Quot.sound]
'ThermofieldDouble.thermofield_eq_gibbs' depends on axioms: [propext, Classical.choice, Quot.sound]
```

## Two modes and a vacuum, given by their algebra

The ladder operators are elements of an arbitrary complex algebra `R`, and `ω` is a complex-linear map from `R` to the complex numbers. The structure `IsVacuum` collects what is assumed about them:

- `ccr`: $a_ib_j-b_ja_i=\delta_{ij}$.
- `normalized`: $\omega(1)=1$.
- `ann` and `cre`: $\omega(ya_i)=0$ and $\omega(b_iy)=0$ for every $y$ in the algebra (called `x` in the code, where it has nothing to do with the energy ratio $x$). In bra-ket language, $a_i|0\rangle=0$ and $\langle 0|b_i=0$.

The first mode has index 0 and the second has index 1, as in the code. No adjoint or inner product is assumed. On Fock space one reads $b_i=a_i^\dagger$, and then $B=A^\dagger$ because $u$ and $v$ are real.

The main theorem, `thermofield_factorial_moment`, needs neither $[a_0,a_1]=0$ nor $[b_0,b_1]=0$. These two relations enter only in `thermal_commutator`, which gives $[A,B]=u^2-v^2$.

The assumptions have a concrete model, given by `polynomial_witness`: on complex polynomials in two variables, $a_i$ is the partial derivative, $b_i$ is multiplication by the variable, and $\omega(T)$ is the constant coefficient of $T(1)$. Both extra commutation relations hold there too.

## Thermal moments as vacuum expectations

When annihilators commute with each other and creators do too, as they do for two boson modes, the condition $u^2-v^2=1$ makes $A$ and $B$ a boson pair, so that $B^kA^k=N(N-1)\cdots(N-k+1)$ with $N=BA$. Its expectation is therefore the $k$-th factorial moment of the number of quanta in the mixed mode. The condition $v^2=e^{-x}u^2$ sets the temperature. Together they give

$$v^2=\frac{e^{-x}}{1-e^{-x}}=\frac{1}{e^x-1},$$

the Bose-Einstein occupation. For a single non-interacting mode, thermal factorial moments can thus be computed as vacuum expectations in a doubled system.

The thermal side is the distribution `gibbsWeight`, $(1-e^{-x})e^{-xn}$, written down directly and not derived from a Hamiltonian. The theorem `thermofield_eq_gibbs` equates the factorial moments for every $k$; it does not construct the entangled sum over paired number states usually called the thermofield double, nor does it compare the two states on all observables. Matrices on a truncated Fock basis violate `ccr`, so a simulation that uses them is not covered exactly.

## Replacing the mixed operators from the outside in

**The right edge.** Since $\omega(ya_0)=0$, a single $A$ at the right end gives $\omega(yA)=v\,\omega(yb_1)$. Moreover $A$ commutes with $b_1$, because $a_0$ does. Hence

$$\omega(yA^{k+1})=v\,\omega(yA^kb_1)=v\,\omega(yb_1A^k),$$

and induction on $k$, for all $y$ at once, yields $\omega(yA^k)=v^k\omega(yb_1^k)$. This is `thermalA_on_vacuum`; its steps `hlast` and `hc` are the one-factor rule and the commutation.

**The left edge.** Since $\omega(b_0y)=0$ and $B$ commutes with $a_1$,

$$\omega(B^{k+1}y)=v\,\omega(a_1B^ky)=v\,\omega(B^ka_1y).$$

Induction gives $\omega(B^ky)=v^k\omega(a_1^ky)$, which is `thermalB_on_vacuum`.

**The remaining mode.** The lemma `ladder` states

$$a_ib_i^{k+1}=b_i^{k+1}a_i+(k+1)b_i^k.$$

For $k=0$ this is the commutation relation. Multiplying by $b_i$ on the right and using $a_ib_i=b_ia_i+1$ turns the right side into $b_i^{k+2}a_i+(k+2)b_i^{k+1}$, which is the next case. Then `vacuum_moment` follows by induction:

$$\omega(a_i^{k+1}b_i^{k+1})=\omega(a_i^kb_i^{k+1}a_i)+(k+1)\,\omega(a_i^kb_i^k)=0+(k+1)\,k!.$$

Putting the three together,

$$\omega(B^kA^k)=v^k\,\omega(a_1^kA^k)=v^{2k}\,\omega(a_1^kb_1^k)=k!\,v^{2k}.$$

**Where care is needed.** The relation $a_0|0\rangle=0$ removes $a_0$ only from the factor next to the vacuum. The other factors lose it because $a_0$ commutes with $b_1$. If both terms belonged to the same mode, $A=ua_0+vb_0$ and $B=ub_0+va_0$, the expectation $\omega(B^2A^2)$ would be $2v^4+u^2v^2$ and not $2v^4$.

## Summing the Gibbs distribution

Write $q=e^{-x}$ with $x>0$. Terms with $n<k$ vanish, since the falling factorial $n(n-1)\cdots(n-k+1)$, Lean's `descFactorial`, is then zero. Setting $n=m+k$ leaves

$$(1-q)\,q^k\,k!\sum_{m\ge0}\binom{m+k}{k}q^m=\frac{(1-q)\,q^k\,k!}{(1-q)^{k+1}}=k!\left(\frac{q}{1-q}\right)^k.$$

In `gibbs_factorial_moment`, `h0` handles the vanishing terms, `hshift` is the shifted series, and Mathlib supplies the binomial sum. The case $k=0$ says that the weights add up to one.

To join the two sides, `thermofield_eq_gibbs` first derives $x>0$: otherwise $e^{-x}\ge1$ would force $v^2\ge u^2$, against $u^2-v^2=1$. Substituting $u^2=1+v^2$ into $v^2=qu^2$ then gives $v^2=q/(1-q)$, so the moments agree.

## Unequal powers

The two edge replacements work with independent exponents, so the same argument gives $\omega(B^mA^k)=v^{m+k}\omega(a_1^mb_1^k)=0$ whenever $m\ne k$: an unpaired annihilator or creator reaches the vacuum. A Gibbs state, being diagonal in the number of quanta, has the same property.
